# For positive definite M, the sum of positive pp-RPA roots is a constrained minimum and concave in M

Let $M=\begin{pmatrix}A&B\\B^T&C\end{pmatrix}$ be the real, symmetric matrix of the particle-particle random phase approximation (pp-RPA), assumed positive definite, with $A$ acting on pairs of empty orbitals (particle pairs) and $C$ on pairs of occupied ones (hole pairs), and let $W=\mathrm{diag}(1,-1)$. The sum $E(M)$ of the positive eigenvalues of $WM$ is the minimum of $\mathrm{Tr}(Z^TMZ)$ over real $Z$ with one column per particle pair and $Z^TWZ=1$. Hence $E$ is concave, and its tangent at weak coupling never underestimates it further along a linear path of positive definite matrices.

In Lean 4 with Mathlib:

```lean
import Mathlib

open Matrix

namespace ParticleParticleRPA

noncomputable section

variable {p q : Type*} [Fintype p] [DecidableEq p] [Fintype q] [DecidableEq q]
```

The finite types `p` and `q` label particle and hole pairs; `p ⊕ q` is their disjoint union.

```lean
/-- The indefinite metric `diag(1, -1)`, with `+1` on the index set `p` and `-1` on `q`. -/
def metric (p q : Type*) [DecidableEq p] [DecidableEq q] : Matrix (p ⊕ q) (p ⊕ q) ℝ :=
  diagonal (Sum.elim (fun _ => 1) (fun _ => -1))
```

This is $W$. `Sum.inl` marks a particle label, `Sum.inr` a hole label.

```lean
/-- The sum of the positive eigenvalues of `metric * M`, counted with algebraic multiplicity. -/
def ppEnergy (M : Matrix (p ⊕ q) (p ⊕ q) ℝ) : ℝ :=
  ((metric p q * M).charpoly.roots.filter (fun x => 0 < x)).sum
```

$E(M)$ is defined spectrally: take the real roots of $\det(x-WM)$ with multiplicity, keep the positive ones and add them. The pp-RPA correlation energy is $E(M)-\mathrm{Tr}\,A$.

```lean
/-- A real symmetric matrix is diagonalised by an orthogonal matrix. -/
theorem orthogonal_diagonalisation {n : Type*} [Fintype n] [DecidableEq n]
    {A : Matrix n n ℝ} (hA : A.IsHermitian) :
    ∃ U : Matrix n n ℝ, Uᵀ * U = 1 ∧ Uᵀ * A * U = diagonal hA.eigenvalues := by
  have hU : (hA.eigenvectorUnitary : Matrix n n ℝ)ᵀ * hA.eigenvectorUnitary = 1 := by
    have h := mem_unitaryGroup_iff'.1 hA.eigenvectorUnitary.2
    rwa [star_eq_conjTranspose, conjTranspose_eq_transpose_of_trivial] at h
  have hAU : A * (hA.eigenvectorUnitary : Matrix n n ℝ)
      = hA.eigenvectorUnitary * diagonal hA.eigenvalues := by
    ext i j
    have h := congrFun (hA.mulVec_eigenvectorBasis j) i
    rw [mul_diagonal, mul_apply]
    simpa [mulVec, dotProduct, mul_comm, IsHermitian.eigenvectorUnitary_apply] using h
  exact ⟨_, hU, by rw [Matrix.mul_assoc, hAU, ← Matrix.mul_assoc, hU, Matrix.one_mul]⟩
```

A real symmetric matrix has an orthonormal eigenbasis, the columns of `U`.

```lean
/-- The metric overlap of a set of columns is the overlap of their upper parts minus the overlap
of their lower parts. -/
theorem metric_overlap {r : Type*} (Z : Matrix (p ⊕ q) r ℝ) :
    Zᵀ * metric p q * Z = (Z.submatrix Sum.inl id)ᵀ * Z.submatrix Sum.inl id
      - (Z.submatrix Sum.inr id)ᵀ * Z.submatrix Sum.inr id := by
  ext i j
  rw [Matrix.sub_apply, mul_apply, mul_apply, mul_apply]
  simp only [metric, mul_diagonal, transpose_apply, submatrix_apply, id, Fintype.sum_sum_type,
    Sum.elim_inl, Sum.elim_inr, mul_one, mul_neg, neg_mul, Finset.sum_neg_distrib]
  ring
```

If $Z$ has upper block $P$ and lower block $Q$, then $Z^TWZ=P^TP-Q^TQ$.

```lean
/-- If `AᵀA = 1 + BᵀB`, then `A` shortens no vector, and it is injective. -/
theorem stretch {m l a : Type*} [Fintype m] [Fintype l] [Fintype a] [DecidableEq a]
    {A : Matrix m a ℝ} {B : Matrix l a ℝ} (h : Aᵀ * A = 1 + Bᵀ * B) :
    (∀ v, v ⬝ᵥ v ≤ (A *ᵥ v) ⬝ᵥ (A *ᵥ v)) ∧ Function.Injective A.mulVecLin := by
  have hs : ∀ v, v ⬝ᵥ v ≤ (A *ᵥ v) ⬝ᵥ (A *ᵥ v) := by
    intro v
    have hA : (A *ᵥ v) ⬝ᵥ (A *ᵥ v) = v ⬝ᵥ ((Aᵀ * A) *ᵥ v) := by
      rw [← mulVec_mulVec, dotProduct_mulVec v Aᵀ, vecMul_transpose]
    have hB : (B *ᵥ v) ⬝ᵥ (B *ᵥ v) = v ⬝ᵥ ((Bᵀ * B) *ᵥ v) := by
      rw [← mulVec_mulVec, dotProduct_mulVec v Bᵀ, vecMul_transpose]
    have h0 : 0 ≤ (B *ᵥ v) ⬝ᵥ (B *ᵥ v) := Finset.sum_nonneg fun i _ => mul_self_nonneg _
    rw [hA, h, add_mulVec, dotProduct_add, one_mulVec, ← hB]
    linarith
  refine ⟨hs, (injective_iff_map_eq_zero _).2 fun v hv => ?_⟩
  have h1 := hs v
  rw [show A *ᵥ v = 0 from hv, dotProduct_zero] at h1
  exact dotProduct_self_eq_zero.1 (le_antisymm h1 (Finset.sum_nonneg fun i _ => mul_self_nonneg _))
```

By hypothesis $|Av|^2=|v|^2+|Bv|^2\ge|v|^2$, so $Av=0$ forces $v=0$. Here `A` and `B` are arbitrary matrices, not the blocks of $M$.

```lean
/-- If `P` is square and `PᵀP = 1 + QᵀQ`, then every row of `P` has norm at least one. -/
theorem one_le_row {l : Type*} [Fintype l] {P : Matrix p p ℝ} {Q : Matrix l p ℝ}
    (h : Pᵀ * P = 1 + Qᵀ * Q) (i : p) :
    1 ≤ ∑ a, P i a * P i a := by
  -- solve `P u = eᵢ`; then `u` has norm at most one and overlap one with row `i`
  obtain ⟨u, hu⟩ := LinearMap.injective_iff_surjective.1 (stretch h).2 (Pi.single i 1)
  change P *ᵥ u = Pi.single i 1 at hu
  have h1 : u ⬝ᵥ u ≤ 1 := by simpa [hu] using (stretch h).1 u
  have h2 : ∑ a, P i a * u a = 1 := by
    have := congrFun hu i
    simpa [mulVec, dotProduct] using this
  have h3 : 0 ≤ ∑ a, (P i a - u a) ^ 2 := Finset.sum_nonneg fun a _ => sq_nonneg _
  have h4 : ∑ a, (P i a - u a) ^ 2
      = ∑ a, P i a * P i a - 2 * ∑ a, P i a * u a + ∑ a, u a * u a := by
    rw [Finset.mul_sum, ← Finset.sum_sub_distrib, ← Finset.sum_add_distrib]
    exact Finset.sum_congr rfl fun a _ => by ring
  simp only [dotProduct] at h1
  linarith
```

A square injective $P$ is surjective, so solve $Pu=e_i$. Then $|u|\le1$, and row $\rho_i$ of $P$ has $\rho_i\cdot u=1$. From $0\le|\rho_i-u|^2=|\rho_i|^2-2+|u|^2$ follows $|\rho_i|\ge1$.

```lean
/-- For positive definite `M` there are normal modes, the columns of `X`, that diagonalise `M`
with positive entries and preserve the metric. -/
theorem normal_modes {M : Matrix (p ⊕ q) (p ⊕ q) ℝ} (hM : M.PosDef) :
    ∃ (X : Matrix (p ⊕ q) (p ⊕ q) ℝ) (d : p ⊕ q → ℝ), (∀ i, 0 < d i) ∧
      Xᵀ * M * X = diagonal d ∧ Xᵀ * metric p q * X = metric p q := by
  have hWW : metric p q * metric p q = 1 := by
    rw [metric, diagonal_mul_diagonal, ← diagonal_one]
    congr 1; funext i; cases i <;> simp
  have hWt : (metric p q)ᵀ = metric p q := diagonal_transpose _
  -- factor `M = SᵀS`
  obtain ⟨S, hS⟩ : ∃ S : Matrix (p ⊕ q) (p ⊕ q) ℝ, Sᵀ * S = M := by
    obtain ⟨V, hV, hVM⟩ := orthogonal_diagonalisation hM.isHermitian
    have hV' : V * Vᵀ = 1 := mul_eq_one_comm.1 hV
    have hd : diagonal (fun i => √(hM.isHermitian.eigenvalues i))
        * diagonal (fun i => √(hM.isHermitian.eigenvalues i)) = Vᵀ * M * V := by
      rw [hVM, diagonal_mul_diagonal]
      congr 1; funext i
      exact Real.mul_self_sqrt (hM.eigenvalues_pos i).le
    refine ⟨diagonal (fun i => √(hM.isHermitian.eigenvalues i)) * Vᵀ, ?_⟩
    calc _ = V * (diagonal (fun i => √(hM.isHermitian.eigenvalues i))
        * diagonal (fun i => √(hM.isHermitian.eigenvalues i))) * Vᵀ := by
          simp only [transpose_mul, transpose_transpose, diagonal_transpose, Matrix.mul_assoc]
      _ = (V * Vᵀ) * M * (V * Vᵀ) := by rw [hd]; simp only [Matrix.mul_assoc]
      _ = M := by rw [hV', Matrix.one_mul, Matrix.mul_one]
  -- diagonalise the symmetric matrix `S W Sᵀ`, whose eigenvalues do not vanish
  have hK : (S * metric p q * Sᵀ).IsHermitian := by
    rw [IsHermitian, conjTranspose_eq_transpose_of_trivial]
    simp only [transpose_mul, transpose_transpose, hWt, Matrix.mul_assoc]
  obtain ⟨U, hU, hUK⟩ := orthogonal_diagonalisation hK
  generalize hK.eigenvalues = k at hUK
  have hk : ∀ i, k i ≠ 0 := by
    intro i hi
    have hdS : S.det ≠ 0 := fun h => by
      have := hM.det_pos
      simp [← hS, det_mul, h] at this
    have hdU : U.det ≠ 0 := fun h => by simpa [det_mul, h] using congrArg det hU
    have hdW : (metric p q).det ≠ 0 := fun h => by simpa [det_mul, h] using congrArg det hWW
    have h := congrArg det hUK
    rw [det_diagonal, Finset.prod_eq_zero (Finset.mem_univ i) hi] at h
    simp only [det_mul, det_transpose] at h
    simp [hdS, hdU, hdW] at h
  obtain ⟨r, hr⟩ : ∃ r : p ⊕ q → ℝ, ∀ i, r i * r i = |k i|⁻¹ :=
    ⟨fun i => (√|k i|)⁻¹, fun i => by rw [← mul_inv, Real.mul_self_sqrt (abs_nonneg _)]⟩
  obtain ⟨X, hX⟩ : ∃ X, X = metric p q * Sᵀ * U * diagonal r := ⟨_, rfl⟩
  have hXW : Xᵀ * metric p q * X = diagonal (fun i => if 0 < k i then (1 : ℝ) else -1) := by
    calc _ = diagonal r * (Uᵀ * (S * (metric p q * metric p q * metric p q) * Sᵀ) * U)
          * diagonal r := by
          simp only [hX, transpose_mul, transpose_transpose, diagonal_transpose, hWt,
            Matrix.mul_assoc]
      _ = _ := by
          rw [hWW, Matrix.one_mul, hUK, diagonal_mul_diagonal, diagonal_mul_diagonal]
          congr 1; funext i
          rw [show r i * k i * r i = |k i|⁻¹ * k i by rw [← hr]; ring]
          split_ifs with h
          · rw [abs_of_pos h, inv_mul_cancel₀ (hk i)]
          · rw [abs_of_nonpos (not_lt.1 h), inv_neg, neg_mul, inv_mul_cancel₀ (hk i)]
  have hXM : Xᵀ * M * X = diagonal (fun i => |k i|) := by
    calc _ = diagonal r * ((Uᵀ * (S * metric p q * Sᵀ)) * 1 * ((S * metric p q * Sᵀ) * U))
          * diagonal r := by
          simp only [hX, ← hS, transpose_mul, transpose_transpose, diagonal_transpose, hWt,
            Matrix.mul_assoc, Matrix.one_mul]
      _ = diagonal r * ((Uᵀ * (S * metric p q * Sᵀ) * U) * (Uᵀ * (S * metric p q * Sᵀ) * U))
          * diagonal r := by
          rw [← mul_eq_one_comm.1 hU]; simp only [Matrix.mul_assoc]
      _ = _ := by
          rw [hUK, diagonal_mul_diagonal, diagonal_mul_diagonal, diagonal_mul_diagonal]
          congr 1; funext i
          have h0 := abs_ne_zero.2 (hk i)
          rw [show r i * (k i * k i) * r i = |k i|⁻¹ * (k i * k i) by rw [← hr]; ring,
            ← abs_mul_abs_self, ← mul_assoc, inv_mul_cancel₀ h0, one_mul]
  -- inertia: exactly `p` of the signs are positive
  have hP : Fintype.card {i // 0 < k i} ≤ Fintype.card p := by
    have h : (X.submatrix Sum.inl (fun i : {i // 0 < k i} => i.1))ᵀ
          * X.submatrix Sum.inl (fun i : {i // 0 < k i} => i.1)
        = 1 + (X.submatrix Sum.inr (fun i : {i // 0 < k i} => i.1))ᵀ
          * X.submatrix Sum.inr (fun i : {i // 0 < k i} => i.1) := by
      ext i j
      have h := congrFun (congrFun ((metric_overlap X).symm.trans hXW) i.1) j.1
      rw [Matrix.sub_apply, diagonal_apply, if_pos i.2] at h
      rw [Matrix.add_apply]
      by_cases hij : i = j
      · subst hij
        rw [if_pos rfl] at h
        rw [one_apply_eq]
        exact sub_eq_iff_eq_add.1 h
      · rw [if_neg (fun e => hij (Subtype.ext e))] at h
        rw [one_apply_ne hij]
        exact sub_eq_iff_eq_add.1 h
    simpa only [Module.finrank_fintype_fun_eq_card] using
      LinearMap.finrank_le_finrank_of_injective (stretch h).2
  have hN : Fintype.card {i // ¬ 0 < k i} ≤ Fintype.card q := by
    have hf : ∀ x y c : ℝ, x - y = -c → y = c + x := fun x y c h => by linarith
    have h : (X.submatrix Sum.inr (fun i : {i // ¬ 0 < k i} => i.1))ᵀ
          * X.submatrix Sum.inr (fun i : {i // ¬ 0 < k i} => i.1)
        = 1 + (X.submatrix Sum.inl (fun i : {i // ¬ 0 < k i} => i.1))ᵀ
          * X.submatrix Sum.inl (fun i : {i // ¬ 0 < k i} => i.1) := by
      ext i j
      have h := congrFun (congrFun ((metric_overlap X).symm.trans hXW) i.1) j.1
      rw [Matrix.sub_apply, diagonal_apply, if_neg i.2] at h
      rw [Matrix.add_apply]
      by_cases hij : i = j
      · subst hij
        rw [if_pos rfl] at h
        rw [one_apply_eq]
        exact hf _ _ 1 h
      · rw [if_neg (fun e => hij (Subtype.ext e))] at h
        rw [one_apply_ne hij]
        exact hf _ _ 0 (h.trans neg_zero.symm)
    simpa only [Module.finrank_fintype_fun_eq_card] using
      LinearMap.finrank_le_finrank_of_injective (stretch h).2
  have hc := Fintype.card_congr (Equiv.sumCompl fun i => 0 < k i)
  rw [Fintype.card_sum, Fintype.card_sum] at hc
  have e₁ : p ≃ {i // 0 < k i} := Fintype.equivOfCardEq (by omega)
  have e₂ : q ≃ {i // ¬ 0 < k i} := Fintype.equivOfCardEq (by omega)
  obtain ⟨e, he₁, he₂⟩ : ∃ e : p ⊕ q ≃ p ⊕ q,
      (∀ a, 0 < k (e (Sum.inl a))) ∧ ∀ b, ¬ 0 < k (e (Sum.inr b)) :=
    ⟨(Equiv.sumCongr e₁ e₂).trans (Equiv.sumCompl fun i => 0 < k i),
      fun a => (e₁ a).2, fun b => (e₂ b).2⟩
  refine ⟨X.submatrix id e, fun i => |k (e i)|, fun i => abs_pos.2 (hk _), ?_, ?_⟩
  · change (Xᵀ * M * X).submatrix e e = _
    rw [hXM, submatrix_diagonal_equiv]
    rfl
  · change (Xᵀ * metric p q * X).submatrix e e = _
    rw [hXW, submatrix_diagonal_equiv, metric]
    congr 1; funext i
    rcases i with a | b
    · exact if_pos (he₁ a)
    · exact if_neg (he₂ b)
```

Positive definiteness, physically stability against pair fluctuations, gives $M=S^TS$ with $S$ invertible. Diagonalise $K=SWS^T$: $U^TKU=\mathrm{diag}(k)$, with no $k_i=0$ because $\det K\ne0$. Put $R=\mathrm{diag}(|k_i|^{-1/2})$ and $X=WS^TUR$. Since $W^2=1$,

$$X^TWX=RU^TKUR=\mathrm{diag}(\mathrm{sign}\,k_i),\qquad X^TMX=RU^TK^2UR=\mathrm{diag}(|k_i|).$$

The columns with positive sign satisfy $P^TP=1+Q^TQ$, so `stretch` allows at most as many as there are particle labels. Likewise, the negative ones number at most the hole labels. The totals agree, so both counts are exact. Reordering by `e` gives $X^TWX=W$ and $X^TMX=\mathrm{diag}(d)$ with $d>0$.

```lean
/-- Normal modes `X` that preserve the metric and give `M` positive diagonal entries `d` are
complete, and the energy is the sum of `d` over the index set `p`. -/
theorem ppEnergy_eq_sum {M X : Matrix (p ⊕ q) (p ⊕ q) ℝ} {d : p ⊕ q → ℝ} (hd : ∀ i, 0 < d i)
    (hXM : Xᵀ * M * X = diagonal d) (hXW : Xᵀ * metric p q * X = metric p q) :
    X * (metric p q * Xᵀ * metric p q) = 1 ∧ ppEnergy M = ∑ a, d (Sum.inl a) := by
  have hWW : metric p q * metric p q = 1 := by
    rw [metric, diagonal_mul_diagonal, ← diagonal_one]
    congr 1; funext i; cases i <;> simp
  have hc : X * (metric p q * Xᵀ * metric p q) = 1 := mul_eq_one_comm.1 (by
    rw [Matrix.mul_assoc (metric p q), Matrix.mul_assoc (metric p q), hXW, hWW])
  refine ⟨hc, ?_⟩
  -- `W M` is similar to the diagonal matrix `W diag d`
  have hchar : (metric p q * M).charpoly = (metric p q * diagonal d).charpoly := by
    calc _ = ((metric p q * M * X) * (metric p q * Xᵀ * metric p q)).charpoly := by
          rw [Matrix.mul_assoc _ X, hc, Matrix.mul_one]
      _ = (metric p q * Xᵀ * (metric p q * metric p q) * M * X).charpoly := by
          rw [charpoly_mul_comm]; simp only [Matrix.mul_assoc]
      _ = _ := by rw [hWW, Matrix.mul_one, ← hXM]; simp only [Matrix.mul_assoc]
  have hroots : ∀ f : p ⊕ q → ℝ, (diagonal f).charpoly.roots = Finset.univ.val.map f := by
    intro f
    have h : charmatrix (diagonal f) = diagonal fun i => Polynomial.X - Polynomial.C (f i) :=
      Matrix.ext fun i j => by
        by_cases hij : i = j
        · subst hij; simp
        · simp [hij]
    rw [Matrix.charpoly, h, det_diagonal,
      ← Polynomial.roots_multiset_prod_X_sub_C (Finset.univ.val.map f), Multiset.map_map]
    rfl
  have hsum : ∀ s : Multiset ℝ, (s.filter (fun x => 0 < x)).sum
      = (s.map fun x => if 0 < x then x else 0).sum := by
    intro s
    induction s using Multiset.induction_on with
    | empty => simp
    | cons a s ih => by_cases h : 0 < a <;> simp [h, ih]
  rw [ppEnergy, hchar, metric, diagonal_mul_diagonal, hroots, hsum, Multiset.map_map]
  change ∑ i, (if 0 < _ * d i then _ * d i else 0) = _
  rw [Fintype.sum_sum_type]
  simp [hd, (hd _).le, not_lt_of_ge]
```

From $X^TWX=W$ we get $X^{-1}=WX^TW$, hence $X^{-1}(WM)X=WX^TMX=W\,\mathrm{diag}(d)$. The roots are $d_a$ on `p` and $-d_b$ on `q`, so $E(M)=\sum_{a\in p}d_a$.

```lean
/-- For positive definite `M`, the sum of the positive eigenvalues of `metric * M` is the minimum
of `Tr(Zᵀ M Z)` over real `Z` with columns indexed by `p` and `Zᵀ * metric * Z = 1`. -/
theorem ppEnergy_isLeast {M : Matrix (p ⊕ q) (p ⊕ q) ℝ} (hM : M.PosDef) :
    IsLeast {x | ∃ Z : Matrix (p ⊕ q) p ℝ, Zᵀ * metric p q * Z = 1 ∧ trace (Zᵀ * M * Z) = x}
      (ppEnergy M) := by
  obtain ⟨X, d, hd, hXM, hXW⟩ := normal_modes hM
  obtain ⟨hc, hE⟩ := ppEnergy_eq_sum hd hXM hXW
  rw [hE]
  constructor
  · -- the modes of positive metric norm attain the value
    refine ⟨X.submatrix id Sum.inl, ?_, ?_⟩
    · change (Xᵀ * metric p q * X).submatrix Sum.inl Sum.inl = 1
      rw [hXW]
      ext i j
      simp [metric, diagonal_apply, one_apply]
    · change trace ((Xᵀ * M * X).submatrix Sum.inl Sum.inl) = _
      rw [hXM]
      simp [trace]
  · rintro x ⟨Z, hZ, rfl⟩
    -- expand the trial columns in normal modes
    obtain ⟨Y, rfl⟩ : ∃ Y, Z = X * Y :=
      ⟨(metric p q * Xᵀ * metric p q) * Z, by rw [← Matrix.mul_assoc, hc, Matrix.one_mul]⟩
    have hexp : ∀ N : Matrix (p ⊕ q) (p ⊕ q) ℝ,
        (X * Y)ᵀ * N * (X * Y) = Yᵀ * (Xᵀ * N * X) * Y := fun N => by
      simp only [transpose_mul, Matrix.mul_assoc]
    rw [hexp, hXW, metric_overlap] at hZ
    have hrow := one_le_row (sub_eq_iff_eq_add.1 hZ)
    have hT : trace (Yᵀ * diagonal d * Y) = ∑ i, d i * ∑ a, Y i a * Y i a := by
      simp only [trace, diag_apply, Finset.mul_sum]
      rw [Finset.sum_comm]
      refine Finset.sum_congr rfl fun a _ => ?_
      rw [mul_apply]
      exact Finset.sum_congr rfl fun i _ => by rw [mul_diagonal, transpose_apply]; ring
    rw [hexp, hXM, hT, Fintype.sum_sum_type]
    have h1 : ∑ a, d (Sum.inl a) ≤ ∑ i : p, d (Sum.inl i) * ∑ a, Y (Sum.inl i) a * Y (Sum.inl i) a :=
      Finset.sum_le_sum fun i _ => le_mul_of_one_le_right (hd _).le (hrow i)
    have h2 : 0 ≤ ∑ j : q, d (Sum.inr j) * ∑ a, Y (Sum.inr j) a * Y (Sum.inr j) a :=
      Finset.sum_nonneg fun j _ => mul_nonneg (hd _).le
        (Finset.sum_nonneg fun a _ => mul_self_nonneg _)
    linarith
```

`IsLeast` says that $E(M)$ is a value of the trace and a lower bound for all its values. The particle columns of $X$ attain it. For any trial $Z=XY$, the constraint becomes $Y^TWY=1$, so `one_le_row` applies to the upper block of $Y$:

$$\mathrm{Tr}(Z^TMZ)=\sum_{i\in p\oplus q}d_i\sum_{a\in p}Y_{ia}^2\ \ge\ \sum_{i\in p}d_i .$$

```lean
/-- The sum of the positive eigenvalues of `metric * M` is a concave function of `M` on the
positive definite matrices. -/
theorem ppEnergy_concave :
    ConcaveOn ℝ {M : Matrix (p ⊕ q) (p ⊕ q) ℝ | M.PosDef} ppEnergy := by
  have hconv : Convex ℝ {M : Matrix (p ⊕ q) (p ⊕ q) ℝ | M.PosDef} := by
    intro M hM N hN a b ha hb hab
    rcases ha.eq_or_lt with rfl | ha'
    · obtain rfl : b = 1 := by linarith
      simpa using hN
    · exact (PosDef.smul hM ha').add_posSemidef ((PosDef.posSemidef hN).smul hb)
  refine ⟨hconv, fun M hM N hN a b ha hb hab => ?_⟩
  -- the optimal columns for the mixture are trial columns for both end points
  obtain ⟨Z, hZ, hE⟩ := (ppEnergy_isLeast (hconv hM hN ha hb hab)).1
  have h1 := (ppEnergy_isLeast hM).2 ⟨Z, hZ, rfl⟩
  have h2 := (ppEnergy_isLeast hN).2 ⟨Z, hZ, rfl⟩
  rw [← hE]
  simp only [Matrix.mul_add, Matrix.add_mul, Matrix.mul_smul, Matrix.smul_mul, trace_add,
    trace_smul, smul_eq_mul]
  exact add_le_add (mul_le_mul_of_nonneg_left h1 ha) (mul_le_mul_of_nonneg_left h2 hb)
```

For $a,b\ge0$ with $a+b=1$, let $Z$ be optimal for $aM+bN$. It is a trial for $M$ and for $N$, so
$$E(aM+bN)=a\,\mathrm{Tr}(Z^TMZ)+b\,\mathrm{Tr}(Z^TNZ)\ge aE(M)+bE(N).$$

```lean
/-- Let `M` and `M + t V` be positive definite with `t > 0`. If the energy along `M + s V` has
slope `g` at `s = 0`, its tangent there is an upper bound for the energy at `s = t`. -/
theorem tangent_overestimates {M V : Matrix (p ⊕ q) (p ⊕ q) ℝ} {t g : ℝ} (ht : 0 < t)
    (hM : M.PosDef) (hMt : (M + t • V).PosDef)
    (hg : HasDerivAt (fun s : ℝ => ppEnergy (M + s • V)) g 0) :
    ppEnergy (M + t • V) ≤ ppEnergy M + t * g := by
  have hline : ∀ x y a b : ℝ, a + b = 1 →
      M + (a • x + b • y) • V = a • (M + x • V) + b • (M + y • V) := by
    intro x y a b hab
    obtain rfl : b = 1 - a := by linarith
    simp only [smul_eq_mul]
    module
  have hf : ConcaveOn ℝ {s : ℝ | (M + s • V).PosDef} (fun s => ppEnergy (M + s • V)) := by
    refine ⟨fun x hx y hy a b ha hb hab => ?_, fun x hx y hy a b ha hb hab => ?_⟩
    · change (M + (a • x + b • y) • V).PosDef
      rw [hline x y a b hab]
      exact ppEnergy_concave.1 hx hy ha hb hab
    · change _ ≤ ppEnergy (M + (a • x + b • y) • V)
      rw [hline x y a b hab]
      exact ppEnergy_concave.2 hx hy ha hb hab
  have h0 : (0 : ℝ) ∈ {s : ℝ | (M + s • V).PosDef} := by simpa using hM
  have h := hf.slope_le_of_hasDerivAt h0 hMt ht hg
  rw [slope_def_field, sub_zero, div_le_iff₀ ht, zero_smul, add_zero] at h
  linarith
```

Let $f(s)=E(M+sV)$. Concavity gives $(f(t)-f(0))/t\le(f(s)-f(0))/s$ for $0<s<t$; letting $s\to0$ yields $f(t)\le f(0)+tg$. The slope $g$ is assumed to exist, through `HasDerivAt`.

```lean
/-- For positive definite `M`, the sum of the positive eigenvalues of `metric * M` is at most the
trace of the diagonal block of `M` on the index set `p`. -/
theorem ppEnergy_le_block_trace {M : Matrix (p ⊕ q) (p ⊕ q) ℝ} (hM : M.PosDef) :
    ppEnergy M ≤ ∑ a, M (Sum.inl a) (Sum.inl a) := by
  have h : ∀ N : Matrix (p ⊕ q) (p ⊕ q) ℝ,
      ((1 : Matrix (p ⊕ q) (p ⊕ q) ℝ).submatrix id (Sum.inl : p → p ⊕ q))ᵀ * N
        * (1 : Matrix (p ⊕ q) (p ⊕ q) ℝ).submatrix id Sum.inl = N.submatrix Sum.inl Sum.inl := by
    intro N
    change ((1 : Matrix (p ⊕ q) (p ⊕ q) ℝ)ᵀ * N * 1).submatrix Sum.inl Sum.inl = _
    rw [transpose_one, Matrix.one_mul, Matrix.mul_one]
  refine (ppEnergy_isLeast hM).2 ⟨(1 : Matrix (p ⊕ q) (p ⊕ q) ℝ).submatrix id Sum.inl, ?_, ?_⟩
  · rw [h]
    ext i j
    simp [metric, diagonal_apply, one_apply]
  · rw [h]
    rfl

end

end ParticleParticleRPA
```

The trial $Z=\begin{pmatrix}1\\0\end{pmatrix}$ gives $E(M)\le\mathrm{Tr}\,A$: within this finite, real, positive definite model, the pp-RPA correlation energy is never positive.

In a calculation, one builds $A$, $B$ and $C$ from orbital energies and two-electron integrals, with the chemical potential in the gap. If the resulting $M$ is positive definite, one diagonalises $WM$, adds the positive roots and subtracts $\mathrm{Tr}\,A$. If a linear coupling path starts from the non-interacting, diagonal $M$, first-order perturbation theory makes the tangent at the start equal to $\mathrm{Tr}\,A$ along the path, so the correlation energy is the curve minus this tangent.

```lean
#print axioms ParticleParticleRPA.ppEnergy_concave
#print axioms ParticleParticleRPA.tangent_overestimates
#print axioms ParticleParticleRPA.ppEnergy_le_block_trace
```

```
'ParticleParticleRPA.ppEnergy_concave' depends on axioms: [propext, Classical.choice, Quot.sound]
'ParticleParticleRPA.tangent_overestimates' depends on axioms: [propext, Classical.choice, Quot.sound]
'ParticleParticleRPA.ppEnergy_le_block_trace' depends on axioms: [propext, Classical.choice, Quot.sound]
```
